# When a Centred Egg-Box Ripple Creates Spurious Minima in a Harmonic Well

A geometry optimisation on a real-space grid can converge cleanly, with zero force, to a position that the physics does not favour. The total energy varies slightly as an atom moves relative to the grid points, and if this egg-box ripple is strong enough compared with the true restoring force, it creates minima that the true energy does not have. The problems below find where this begins for one coordinate in a harmonic well with a single-cosine ripple whose crest lies at the centre of the well.

Let $x$ be the displacement from the true equilibrium, $k$ the stiffness of the well, $h$ the grid spacing and $A$ the ripple amplitude, which measures the position-dependent part of the discretisation error. The energy is

$$U(x)=\tfrac12kx^2+A\cos(wx),\qquad w=\frac{2\pi}{h}.$$

```lean
import Mathlib

open Real Set

namespace EggBoxSpuriousMinima

noncomputable section
```

In Lean, $U$ is `energy k A h`, a function of a real variable, and $w$ is written out as `2 * π / h`. The model places a crest of the ripple exactly at the well centre; other alignments, higher harmonics and coupled coordinates are not treated.

```lean
/-- Energy of an atom at position `x` in a harmonic well of stiffness `k`, with an egg-box
ripple of amplitude `A` whose period is the grid spacing `h`. -/
def energy (k A h x : ℝ) : ℝ := k * x ^ 2 / 2 + A * Real.cos (2 * π / h * x)
```

## (a) Energy at the centre

Evaluate the energy at the true equilibrium and show that

$$U(0)=A.$$

**Solution.** The harmonic term vanishes and $\cos 0=1$.

```lean
/-- At the centre of the well the energy equals the ripple amplitude. -/
theorem energy_zero (k A h : ℝ) : energy k A h 0 = A := by
  simp [energy]
```

## (b) Mirror symmetry

Show that opposite displacements cost the same energy:

$$U(-x)=U(x).$$

**Solution.** Both $x^2$ and $\cos(wx)$ are even.

```lean
/-- The energy is the same at mirror-image positions. -/
theorem energy_neg (k A h x : ℝ) : energy k A h (-x) = energy k A h x := by
  have e : 2 * π / h * (-x) = -(2 * π / h * x) := by ring
  unfold energy
  rw [e, Real.cos_neg]
  ring
```

## (c) The slope

Differentiate the energy to obtain

$$U'(x)=kx-Aw\sin(wx).$$

**Solution.** The harmonic term gives $kx$, and the chain rule gives $-Aw\sin(wx)$ for the ripple. `HasDerivAt` states that the derivative exists and has this value, so the stationary points below are zeros of the actual derivative. The force is $-U'(x)$.

```lean
/-- The slope of the energy is the harmonic term minus the sinusoidal ripple term. -/
theorem hasDerivAt_energy (k A h x : ℝ) :
    HasDerivAt (energy k A h)
      (k * x - A * (2 * π / h) * Real.sin (2 * π / h * x)) x := by
  have h1 : HasDerivAt (fun y : ℝ => 2 * π / h * y) (2 * π / h) x :=
    ((hasDerivAt_id' x).const_mul (2 * π / h)).congr_deriv (by ring)
  have h2 : HasDerivAt (fun y : ℝ => y ^ 2) (2 * x) x := by
    simpa using hasDerivAt_pow 2 x
  exact (((h2.const_mul k).div_const 2).fun_add (h1.cos.const_mul A)).congr_deriv (by ring)
```

## (d) Two forms of one condition

For $h>0$, show that

$$4\pi^2A\le kh^2\iff Aw^2\le k.$$

**Solution.** Since $Aw^2=4\pi^2A/h^2$, multiply the right-hand inequality by $h^2>0$. The condition compares the stiffness of the well with the curvature of the ripple at its crest.

```lean
/-- The threshold `4π²A ≤ k h²` says that the stiffness is at least the ripple amplitude times
the squared wave number of the grid. -/
theorem threshold_iff (k A : ℝ) {h : ℝ} (hh : 0 < h) :
    4 * π ^ 2 * A ≤ k * h ^ 2 ↔ A * (2 * π / h) ^ 2 ≤ k := by
  have e : A * (2 * π / h) ^ 2 = 4 * π ^ 2 * A / h ^ 2 := by ring
  rw [e, div_le_iff₀ (by positivity)]
```

From here on, $k$, $A$ and $h$ are all positive.

## (e) The centre of a soft well

Suppose $kh^2<4\pi^2A$. Show that the centre is a strict local maximum: there is a $\delta>0$ such that

$$0<|x|<\delta\implies U(x)<U(0).$$

**Solution.** By (d), $c=k/(Aw^2)$ satisfies $0<c<1$. With $y=wx$,

$$U(x)=A\left(\frac{cy^2}{2}+\cos y\right).$$

For $|y|\le1$, the cosine obeys $\cos y\le1-y^2/2+5y^4/96$. Hence

$$\frac{cy^2}{2}+\cos y\le1-\frac{y^2}{2}\left(1-c-\frac{5y^2}{48}\right).$$

Take $\delta=(1-c)/w$. Then $0<|y|<1-c<1$, so $y^2<1-c$ and the bracket is positive. The right-hand side is therefore below $1$, and $U(x)<A=U(0)$.

The proof uses the same $c$ and $\delta$. `Real.cos_bound` supplies the quartic estimate, and `key` is the inequality for the scaled energy.

```lean
/-- If `k h² < 4π²A`, the centre of the well is a strict local maximum of the energy. -/
theorem center_strict_local_max {k A h : ℝ} (hk : 0 < k) (hA : 0 < A) (hh : 0 < h)
    (hs : k * h ^ 2 < 4 * π ^ 2 * A) :
    ∃ δ > 0, ∀ x, x ≠ 0 → |x| < δ → energy k A h x < energy k A h 0 := by
  have hc : k < A * (2 * π / h) ^ 2 :=
    lt_of_not_ge fun H => absurd ((threshold_iff k A hh).2 H) (not_le_of_gt hs)
  have hw : 0 < 2 * π / h := by positivity
  rw [energy_zero]
  unfold energy
  generalize 2 * π / h = w at hc hw ⊢
  have hAw : 0 < A * w ^ 2 := by positivity
  -- `c` is the stiffness in units of its threshold value
  obtain ⟨c, hcdef⟩ : ∃ c, c = k / (A * w ^ 2) := ⟨_, rfl⟩
  have hc0 : 0 < c := by rw [hcdef]; positivity
  have hc1 : c < 1 := by rw [hcdef]; exact (div_lt_one hAw).2 hc
  have hkc : k = c * (A * w ^ 2) := by
    rw [hcdef]; exact (div_mul_cancel₀ k hAw.ne').symm
  refine ⟨(1 - c) / w, div_pos (by linarith) hw, fun x hx hxd => ?_⟩
  have hy : |w * x| < 1 - c := by
    rw [abs_mul, abs_of_pos hw, mul_comm]
    exact (lt_div_iff₀ hw).1 hxd
  have hy0 : 0 < (w * x) ^ 2 := by
    have : w * x ≠ 0 := mul_ne_zero hw.ne' hx
    positivity
  have hcos := (abs_le.1 (Real.cos_bound (x := w * x) (by linarith))).2
  have e4 : |w * x| ^ 4 = ((w * x) ^ 2) ^ 2 := by
    rw [← sq_abs (w * x)]; ring
  rw [e4] at hcos
  have hy2 : (w * x) ^ 2 < 1 - c := by
    rw [← sq_abs (w * x)]
    nlinarith [abs_nonneg (w * x)]
  -- the quadratic loss of the ripple beats the harmonic gain
  have key : c * (w * x) ^ 2 / 2 + Real.cos (w * x) < 1 := by
    nlinarith [mul_pos hy0 (sub_pos.2 hy2), sq_nonneg ((w * x) ^ 2)]
  calc k * x ^ 2 / 2 + A * Real.cos (w * x)
      = A * (c * (w * x) ^ 2 / 2 + Real.cos (w * x)) := by rw [hkc]; ring
    _ < A * 1 := mul_lt_mul_of_pos_left key hA
    _ = A := mul_one A
```

## (f) Where the atom goes instead

Under the same condition, show that there is a mirror pair of global minima at $\pm x_0$, with

$$0<x_0<\frac h2,\qquad U(\pm x_0)<U(0).$$

**Solution.** The continuous function $U$ attains a minimum on $[0,h/2]$, at $x_0$ say. For $x\ge h/2$,

$$U(x)\ge\frac{kx^2}{2}-A\ge\frac{kh^2}{8}-A=U(h/2)\ge U(x_0).$$

By (b), $x_0$ therefore minimises $U$ on the whole line, and so does $-x_0$. By (e), some points have energy below $U(0)$, so $U(x_0)<U(0)$ and $x_0\ne0$.

A global minimum on the line has zero slope, whereas $U'(h/2)=kh/2>0$ because $\sin\pi=0$. Hence $x_0\ne h/2$.

In Lean, `hpos` treats non-negative positions and `hglob` extends the bound by symmetry; `hne0` and `hneh` exclude the two endpoints.

```lean
/-- If `k h² < 4π²A`, the energy has a mirror pair of global minima, displaced from the centre
by less than half a grid spacing and lower in energy than the centre. -/
theorem displaced_global_minima {k A h : ℝ} (hk : 0 < k) (hA : 0 < A) (hh : 0 < h)
    (hs : k * h ^ 2 < 4 * π ^ 2 * A) :
    ∃ x₀, 0 < x₀ ∧ x₀ < h / 2 ∧ energy k A h x₀ < energy k A h 0 ∧
      ∀ x, energy k A h x₀ ≤ energy k A h x ∧ energy k A h (-x₀) ≤ energy k A h x := by
  have cont : Continuous (energy k A h) :=
    continuous_iff_continuousAt.2 fun x => (hasDerivAt_energy k A h x).continuousAt
  have hpi : 2 * π / h * (h / 2) = π := by field_simp
  obtain ⟨x₀, hx₀, hmin⟩ := (isCompact_Icc (a := (0 : ℝ)) (b := h / 2)).exists_isMinOn
    (nonempty_Icc.2 (by positivity)) cont.continuousOn
  -- beyond half a grid spacing the energy exceeds its value at `h / 2`
  have hpos : ∀ x, 0 ≤ x → energy k A h x₀ ≤ energy k A h x := by
    intro x hx
    rcases le_total x (h / 2) with hle | hge
    · exact isMinOn_iff.1 hmin x ⟨hx, hle⟩
    · refine (isMinOn_iff.1 hmin (h / 2) ⟨by positivity, le_refl _⟩).trans ?_
      unfold energy
      rw [hpi, Real.cos_pi]
      have h1 : (h / 2) ^ 2 ≤ x ^ 2 := pow_le_pow_left₀ (by positivity) hge 2
      have h2 := mul_le_mul_of_nonneg_left h1 hk.le
      have h3 := mul_le_mul_of_nonneg_left (Real.neg_one_le_cos (2 * π / h * x)) hA.le
      linarith
  have hglob : ∀ x, energy k A h x₀ ≤ energy k A h x := by
    intro x
    rcases le_total 0 x with hx | hx
    · exact hpos x hx
    · rw [← energy_neg k A h x]
      exact hpos (-x) (by linarith)
  -- the centre is a local maximum, so the minimiser lies elsewhere
  obtain ⟨δ, hδ, hmax⟩ := center_strict_local_max hk hA hh hs
  have hlt : energy k A h x₀ < energy k A h 0 :=
    (hglob (δ / 2)).trans_lt
      (hmax (δ / 2) (by positivity) (by rw [abs_of_pos (by positivity)]; linarith))
  have hne0 : x₀ ≠ 0 := fun H => by rw [H] at hlt; exact lt_irrefl _ hlt
  have hloc : IsLocalMin (energy k A h) x₀ := Filter.Eventually.of_forall hglob
  have hd := hloc.hasDerivAt_eq_zero (hasDerivAt_energy k A h x₀)
  have hneh : x₀ ≠ h / 2 := by
    intro H
    rw [H, hpi, Real.sin_pi] at hd
    have := mul_pos hk hh
    linarith
  exact ⟨x₀, lt_of_le_of_ne hx₀.1 hne0.symm, lt_of_le_of_ne hx₀.2 hneh, hlt,
    fun x => ⟨hglob x, (energy_neg k A h x₀).le.trans (hglob x)⟩⟩
```

## (g) The exact threshold

Show that the centre is the only stationary point precisely when the well is stiff enough:

$$\bigl(\forall x,\ U'(x)=0\iff x=0\bigr)\iff4\pi^2A\le kh^2.$$

**Solution.** If the inequality on the right fails, (f) gives a stationary point $x_0\ne0$. If it holds, then $Aw^2\le k$ by (d). For $x>0$, $\sin(wx)<wx$, so

$$U'(x)>kx-Aw^2x\ge0.$$

The slope is odd, so it is negative for $x<0$, and it vanishes at $x=0$.

The two directions of the Lean proof follow this order. Its auxiliary statement `pos` is the slope inequality on the positive side.

```lean
/-- The centre of the well is the only stationary point of the energy if and only if
`k h² ≥ 4π²A`. -/
theorem unique_stationary_iff {k A h : ℝ} (hk : 0 < k) (hA : 0 < A) (hh : 0 < h) :
    (∀ x, deriv (energy k A h) x = 0 ↔ x = 0) ↔ 4 * π ^ 2 * A ≤ k * h ^ 2 := by
  constructor
  · intro H
    by_contra hs
    obtain ⟨x₀, hx₀, -, -, hmin⟩ := displaced_global_minima hk hA hh (not_le.1 hs)
    have hloc : IsLocalMin (energy k A h) x₀ :=
      Filter.Eventually.of_forall fun x => (hmin x).1
    exact hx₀.ne' ((H x₀).1 hloc.deriv_eq_zero)
  · intro hs x
    have hc := (threshold_iff k A hh).1 hs
    have hw : 0 < 2 * π / h := by positivity
    rw [(hasDerivAt_energy k A h x).deriv]
    generalize 2 * π / h = w at hc hw ⊢
    have hAw : 0 < A * w := mul_pos hA hw
    -- on the positive side the harmonic force always wins, since `sin y < y`
    have pos : ∀ y, 0 < y → 0 < k * y - A * w * Real.sin (w * y) := by
      intro y hy
      have h1 := mul_lt_mul_of_pos_left (Real.sin_lt (mul_pos hw hy)) hAw
      have h2 := mul_le_mul_of_nonneg_right hc hy.le
      have h3 : A * w * (w * y) = A * w ^ 2 * y := by ring
      linarith
    constructor
    · intro hd
      rcases lt_trichotomy x 0 with hx | hx | hx
      · have h1 := pos (-x) (by linarith)
        rw [mul_neg w x, Real.sin_neg] at h1
        linarith
      · exact hx
      · exact absurd hd (pos x hx).ne'
    · rintro rfl
      simp
```

## (h) The centre of a stiff well

Suppose $4\pi^2A\le kh^2$, equality included. Show that the centre is the strict global minimum:

$$x\ne0\implies U(0)<U(x).$$

**Solution.** From $\cos y\ge1-y^2/2$,

$$U(x)\ge A+\tfrac12(k-Aw^2)x^2\ge A=U(0).$$

If equality held at some $x\ne0$, that point would also be a global minimum and hence stationary, contradicting (g). This last step is needed at the threshold, where the quadratic term in the bound vanishes.

The Lean proof establishes the inequality as `weak`, then excludes equality through `unique_stationary_iff`.

```lean
/-- If `k h² ≥ 4π²A`, the centre of the well is the strict global minimum of the energy. -/
theorem center_strict_global_min {k A h : ℝ} (hk : 0 < k) (hA : 0 < A) (hh : 0 < h)
    (hs : 4 * π ^ 2 * A ≤ k * h ^ 2) {x : ℝ} (hx : x ≠ 0) :
    energy k A h 0 < energy k A h x := by
  have hc := (threshold_iff k A hh).1 hs
  have weak : ∀ y, energy k A h 0 ≤ energy k A h y := by
    intro y
    rw [energy_zero]
    unfold energy
    have h1 := mul_le_mul_of_nonneg_left
      (Real.one_sub_sq_div_two_le_cos (x := 2 * π / h * y)) hA.le
    have h2 := mul_le_mul_of_nonneg_right hc (sq_nonneg y)
    have h3 : A * (1 - (2 * π / h * y) ^ 2 / 2)
        = A - A * (2 * π / h) ^ 2 * y ^ 2 / 2 := by ring
    linarith
  -- a second point of equal energy would be a second stationary point
  refine lt_of_le_of_ne (weak x) fun heq => hx ?_
  have hloc : IsLocalMin (energy k A h) x :=
    Filter.Eventually.of_forall fun y => heq.symm.le.trans (weak y)
  exact ((unique_stationary_iff hk hA hh).2 hs x).1 hloc.deriv_eq_zero

end

end EggBoxSpuriousMinima
```

```lean
#print axioms EggBoxSpuriousMinima.displaced_global_minima
#print axioms EggBoxSpuriousMinima.center_strict_global_min
```

```
'EggBoxSpuriousMinima.displaced_global_minima' depends on axioms: [propext, Classical.choice, Quot.sound]
'EggBoxSpuriousMinima.center_strict_global_min' depends on axioms: [propext, Classical.choice, Quot.sound]
```

## In a grid calculation

To estimate $A$, translate an isolated atom rigidly through one grid spacing and record the total energy; for a single-cosine ripple, $A$ is half the peak-to-peak variation. Compare $4\pi^2A$ with $kh^2$, using a stiffness $k$ that is not itself contaminated by the ripple. The comparison decides whether the centre is the minimum only for the alignment treated here: when neither a crest nor a trough lies at the centre, the ripple has a slope there and shifts the minimum for any $A>0$. A small energy error alone does not guarantee a minimum at the centre: at fixed $A$, a smaller $h$ makes the condition $4\pi^2A\le kh^2$ harder to meet, and refining the grid brings it closer only if $A$ falls faster than $h^2$. Even when the condition fails, the global minima lie within $h/2$ of the centre, by the argument of (f), so a finer grid still tightens the bound on their displacement. The bound does not cover local minima: in a very soft well these also appear near troughs farther out, and an optimiser can stop there.

An optimiser started exactly at the centre of a soft well sees zero force and may stop on the maximum. A small displacement before restarting exposes the instability.
